# Positive definiteness as the criterion for realising boundary responses and norms at distinct energies by independent waves

## Energies, amplitudes and norms

For partial waves of one angular momentum in an atomic sphere, one can record at several reference energies $e_i$ how the wave responds at the boundary and how much norm it has inside. Which tables of such numbers can come from a single Hamiltonian matrix with linearly independent waves?

Let $H$ be a real symmetric matrix, $b$ a source vector that is the same at all energies, and $x_i$ the wave at energy $e_i$. The equations and the recorded data are

$$(H-e_i)x_i=b,\qquad g_i=\langle b,x_i\rangle,\qquad s_i=\|x_i\|^2 .$$

For a real solution $u$ of the radial Schrödinger equation on $[0,R]$ at one of the energies, in units $\hbar=m=1$ and with $u(0)=0$ and scaled to $u'(R)=1$ (possible when $u'(R)\ne0$), adding a surface term makes the radial Hamiltonian symmetric and leaves the source $\tfrac12\delta(r-R)$. Then $g$ is $u(R)/2$ and $s$ is $\int_0^R u^2\,dr$. The word "amplitude" therefore means a boundary response here, not the textbook scattering amplitude. Likewise, "scattering data" in the Lean comments means the numbers $g_i$ and $s_i$. The theorems concern finite matrices; they do not construct a potential for the radial problem.

In Lean, `ι` labels the energies and `n` the basis functions. Vectors are real functions on these index types, `⬝ᵥ` is the ordinary dot product, and `*ᵥ` applies a matrix to a vector. The basis is thus orthonormal, with no generalised ultrasoft overlap operator.

```lean
import Mathlib

open Matrix

namespace RealisableScattering

variable {ι n : Type*} [DecidableEq ι] [Fintype n]
```

The data are collected in a matrix $L$ with

$$L_{ij}=\frac{g_i-g_j}{e_i-e_j}\quad(i\ne j),\qquad L_{ii}=s_i .$$

It is called `loewner`. A textbook Loewner matrix has derivatives of a given function on its diagonal; here the diagonal holds the independently prescribed squared norms.

```lean
/-- The matrix of divided differences of the amplitudes `g` at distinct energies `e`,
with the prescribed squared norms `s` on the diagonal. -/
noncomputable def loewner (e g s : ι → ℝ) : Matrix ι ι ℝ :=
  Matrix.of fun i j => if i = j then s i else (g i - g j) / (e i - e j)
```

A realisation consists of $H$, $b$ and the $x_i$ satisfying the conditions above. Symmetry of $H$ expresses a real Hamiltonian without absorption. Linear independence says that no wave is a superposition of the others, so that each energy contributes a new direction. The field `solves` writes the equation as $Hx_i=e_ix_i+b$.

```lean
/-- A real symmetric `H`, a source `b` and independent waves `x i` realise the data when
`(H - e i) x i = b`, the amplitude `⟨b, x i⟩` is `g i` and the squared norm of `x i` is `s i`. -/
structure Realises {ι n : Type*} [Fintype n] (e g s : ι → ℝ)
    (H : Matrix n n ℝ) (b : n → ℝ) (x : ι → n → ℝ) : Prop where
  symmetric : Hᵀ = H
  solves : ∀ i, H *ᵥ x i = e i • x i + b
  amplitude : ∀ i, b ⬝ᵥ x i = g i
  sqNorm : ∀ i, x i ⬝ᵥ x i = s i
  indep : LinearIndependent ℝ x
```

## Overlaps fixed by the amplitudes

Exchanging $i$ and $j$ changes the sign of both numerator and denominator in $L_{ij}$, so $L$ is symmetric.

```lean
/-- The matrix of divided differences is symmetric. -/
theorem loewner_transpose (e g s : ι → ℝ) : (loewner e g s)ᵀ = loewner e g s := by
  ext i j
  by_cases h : i = j
  · subst h; rfl
  · have h' : ¬ j = i := fun k => h k.symm
    simp only [loewner, Matrix.transpose_apply, Matrix.of_apply, if_neg h, if_neg h']
    rw [← neg_sub (g i), ← neg_sub (e i), neg_div_neg_eq]
```

Now take two waves of a realisation. Projecting each equation on the other wave gives

$$\langle x_i,Hx_j\rangle=e_j\langle x_i,x_j\rangle+g_i,\qquad
\langle x_j,Hx_i\rangle=e_i\langle x_i,x_j\rangle+g_j .$$

The left sides agree because $H$ is symmetric. Subtraction gives $(e_i-e_j)\langle x_i,x_j\rangle=g_i-g_j$, and for distinct energies one may divide. With $\|x_i\|^2=s_i$ on the diagonal, $\langle x_i,x_j\rangle=L_{ij}$ throughout.

In the proof, `k` is the equality of the two matrix elements. Injectivity of `e` is the statement that the energies are distinct.

```lean
/-- At distinct energies, the overlaps of the waves in any realisation are the divided
differences of the amplitudes, and the squared norms on the diagonal. -/
theorem overlap_eq_loewner {e g s : ι → ℝ} (he : Function.Injective e)
    {H : Matrix n n ℝ} {b : n → ℝ} {x : ι → n → ℝ} (h : Realises e g s H b x) (i j : ι) :
    x i ⬝ᵥ x j = loewner e g s i j := by
  by_cases hij : i = j
  · subst hij
    simp [loewner, h.sqNorm]
  · -- move `H` from one wave to the other
    have k : x i ⬝ᵥ H *ᵥ x j = x j ⬝ᵥ H *ᵥ x i := by
      rw [Matrix.dotProduct_mulVec, ← Matrix.mulVec_transpose, h.symmetric, dotProduct_comm]
    simp only [h.solves, dotProduct_add, dotProduct_smul, smul_eq_mul] at k
    rw [dotProduct_comm (x i) b, dotProduct_comm (x j) b, h.amplitude, h.amplitude,
      dotProduct_comm (x j) (x i)] at k
    simp only [loewner, Matrix.of_apply, if_neg hij]
    rw [eq_div_iff (sub_ne_zero.mpr (he.ne hij))]
    linear_combination (-1 : ℝ) * k
```

## Positivity as the norm of a superposition

For real coefficients $v_i$,

$$\sum_{ij}v_iL_{ij}v_j=\Big\|\sum_i v_ix_i\Big\|^2\ge 0 ,$$

and by independence the superposition vanishes only if all $v_i$ do. Hence $L$ is positive definite. This direction holds in any finite dimension, since `n` need not equal `ι`.

The matrix `X` has the waves as rows, so $L=XX^{\mathsf T}$. The steps `hq` and `hne` are the displayed identity and the nonvanishing of the superposition.

```lean
variable [Fintype ι]

/-- Data at distinct energies that are realised by independent waves in a space of any finite
dimension have a positive definite matrix of divided differences. -/
theorem posDef_of_realises {e g s : ι → ℝ} (he : Function.Injective e)
    {H : Matrix n n ℝ} {b : n → ℝ} {x : ι → n → ℝ} (h : Realises e g s H b x) :
    (loewner e g s).PosDef := by
  let X : Matrix ι n ℝ := Matrix.of x
  have hL : loewner e g s = X * Xᵀ := by
    ext i j
    rw [← overlap_eq_loewner he h]
    rfl
  rw [Matrix.posDef_iff_dotProduct_mulVec]
  refine ⟨?_, fun v hv => ?_⟩
  · rw [Matrix.IsHermitian, Matrix.conjTranspose_eq_transpose_of_trivial, loewner_transpose]
  · -- the quadratic form is the squared norm of a superposition of waves
    have hq : star v ⬝ᵥ loewner e g s *ᵥ v = (v ᵥ* X) ⬝ᵥ (v ᵥ* X) := by
      rw [star_trivial, hL, ← Matrix.mulVec_mulVec, Matrix.dotProduct_mulVec,
        Matrix.mulVec_transpose]
    have hne : v ᵥ* X ≠ 0 := by
      intro h0
      apply hv
      funext i
      refine Fintype.linearIndependent_iff.mp h.indep v ?_ i
      rw [← h0]
      ext k
      simp [X, Matrix.vecMul, dotProduct, Finset.sum_apply]
    rw [hq]
    have hnn : 0 ≤ (v ᵥ* X) ⬝ᵥ (v ᵥ* X) :=
      Finset.sum_nonneg fun k _ => mul_self_nonneg _
    exact lt_of_le_of_ne hnn fun h0 => hne (dotProduct_self_eq_zero.mp h0.symm)
```

## Building the Hamiltonian from the data

Conversely, suppose that $L$ is positive definite. It can be written as $L=B^{\mathsf T}B$; set $X=B^{\mathsf T}$, so that $L=XX^{\mathsf T}$. Since $\det L=(\det X)^2>0$, $X$ has an inverse $Y$.

```lean
open scoped MatrixOrder in
/-- A real positive definite matrix is the overlap matrix of the rows of an invertible matrix. -/
theorem exists_factor {L : Matrix ι ι ℝ} (hL : L.PosDef) :
    ∃ X Y : Matrix ι ι ℝ, L = X * Xᵀ ∧ X * Y = 1 ∧ Y * X = 1 := by
  obtain ⟨B, hB⟩ := CStarAlgebra.nonneg_iff_eq_star_mul_self.mp hL.posSemidef.nonneg
  rw [Matrix.star_eq_conjTranspose, Matrix.conjTranspose_eq_transpose_of_trivial] at hB
  have hd := hL.det_pos
  rw [hB, Matrix.det_mul] at hd
  have hu : IsUnit (Bᵀ).det := isUnit_iff_ne_zero.mpr fun h0 => by simp [h0] at hd
  exact ⟨Bᵀ, (Bᵀ)⁻¹, by rw [Matrix.transpose_transpose, hB],
    Matrix.mul_nonsing_inv _ hu, Matrix.nonsing_inv_mul _ hu⟩
```

Take the rows of $X$ as the waves $x_i$. Their overlaps are then $L_{ij}$, which settles the norms. The projected equations dictate the matrix elements of $H$ between waves:

$$M_{ij}=e_jL_{ij}+g_i .$$

This matrix is symmetric, because $M_{ij}-M_{ji}=g_i-g_j-(e_i-e_j)L_{ij}=0$. Define

$$H=YMY^{\mathsf T},\qquad b=Yg .$$

Then $H$ is symmetric, and $Xb=g$ gives the amplitudes. Let $\delta_i$ be the $i$th unit vector. From $XY=1$ we get $Y^{\mathsf T}x_i=\delta_i$, while column $i$ of $M$ is $M\delta_i=e_iXx_i+g$. Therefore

$$Hx_i=YM\delta_i=Y(e_iXx_i+g)=e_ix_i+b .$$

The rows of an invertible matrix are independent, so every condition is met.

The theorem `posDef_iff_realisable` states the equivalence with both indices of $H$ in `ι`: there are as many dimensions as energies. In its proof `hM` is the symmetry of $M$, and `h1` and `h3` in the second bullet are the two identities for $\delta_i$. The remaining bullets check amplitudes, norms and independence.

```lean
/-- Scattering data at distinct energies are realised by a symmetric Hamiltonian and linearly
independent waves, with as many dimensions as energies, exactly when the matrix of divided
differences is positive definite. -/
theorem posDef_iff_realisable {e : ι → ℝ} (he : Function.Injective e) (g s : ι → ℝ) :
    (loewner e g s).PosDef ↔
      ∃ (H : Matrix ι ι ℝ) (b : ι → ℝ) (x : ι → ι → ℝ), Realises e g s H b x := by
  refine ⟨fun hL => ?_, fun ⟨_, _, _, h⟩ => posDef_of_realises he h⟩
  obtain ⟨X, Y, hX, XY, YX⟩ := exists_factor hL
  have hG : ∀ i j, X i ⬝ᵥ X j = loewner e g s i j := fun i j => by rw [hX]; rfl
  -- the matrix elements of `H` between the waves
  let M : Matrix ι ι ℝ := Matrix.of fun i j => e j * loewner e g s i j + g i
  have hM : Mᵀ = M := by
    ext i j
    by_cases hij : i = j
    · subst hij; rfl
    · have hs : loewner e g s j i = loewner e g s i j :=
        congrFun (congrFun (loewner_transpose e g s) i) j
      have hd : loewner e g s i j * (e i - e j) = g i - g j := by
        simp only [loewner, Matrix.of_apply, if_neg hij]
        exact div_mul_cancel₀ _ (sub_ne_zero.mpr (he.ne hij))
      simp only [M, Matrix.transpose_apply, Matrix.of_apply, hs]
      linear_combination hd
  refine ⟨Y * M * Yᵀ, Y *ᵥ g, fun i => X i, ?_, fun i => ?_, fun i => ?_, fun i => ?_, ?_⟩
  · simp only [Matrix.transpose_mul, Matrix.transpose_transpose, hM, Matrix.mul_assoc]
  · have h1 : Yᵀ *ᵥ X i = Pi.single i 1 := by
      funext k
      have h2 : (Yᵀ *ᵥ X i) k = (X * Y) i k := by
        simp [Matrix.mulVec, dotProduct, Matrix.mul_apply, mul_comm]
      rw [h2, XY]
      simp [Matrix.one_apply, Pi.single_apply, eq_comm]
    have h3 : M *ᵥ Pi.single i 1 = e i • (X *ᵥ X i) + g := by
      funext k
      have h4 : (X *ᵥ X i) k = loewner e g s k i := hG k i
      simp [M, h4]
    rw [← Matrix.mulVec_mulVec, ← Matrix.mulVec_mulVec, h1, h3, Matrix.mulVec_add,
      Matrix.mulVec_smul, Matrix.mulVec_mulVec, YX, Matrix.one_mulVec]
  · have h1 : X *ᵥ (Y *ᵥ g) = g := by rw [Matrix.mulVec_mulVec, XY, Matrix.one_mulVec]
    rw [dotProduct_comm]
    exact congrFun h1 i
  · rw [hG]; simp [loewner]
  · rw [Fintype.linearIndependent_iff]
    intro v hv
    have h0 : v ᵥ* X = 0 := by
      rw [← hv]
      ext k
      simp [Matrix.vecMul, dotProduct, Finset.sum_apply]
    have h1 : v = 0 := by
      rw [← Matrix.vecMul_one v, ← XY, ← Matrix.vecMul_vecMul, h0, Matrix.zero_vecMul]
    exact fun i => congrFun h1 i
```

The necessary half of this criterion also serves as a check on tabulated solutions of the non-relativistic radial equation for one angular momentum and one real local potential, with $u(0)=0$ and scaled to $u'(R)=1$. Integration by parts gives their overlaps as $L_{ij}$, and solutions at distinct energies are independent, so $L$ must be positive definite up to numerical error.

## Freedom left in the minimal dimension

The factor $X$ need not be unique, but the remaining freedom is only a change of orthonormal basis. Let $(H,b,x_i)$ and $(H',b',x_i')$ realise the same data with as many dimensions as energies, and let $X,X'$ have the waves as rows. Both have overlap matrix $L$, so $X'X'^{\mathsf T}=XX^{\mathsf T}$. With $Y=X^{-1}$ put $U=X'^{\mathsf T}Y^{\mathsf T}$. Then $Ux_i=x_i'$ and

$$U^{\mathsf T}U=YX'X'^{\mathsf T}Y^{\mathsf T}=YXX^{\mathsf T}Y^{\mathsf T}=1 .$$

Since $U$ is square, it is orthogonal. Equal amplitudes give $Xb=g=X'b'=XU^{\mathsf T}b'$, hence $b'=Ub$. Finally,

$$UHx_i=e_ix_i'+b'=H'x_i'=H'Ux_i .$$

The waves span the space, so $UH=H'U$ and $H'=UHU^{\mathsf T}$. In particular, the two Hamiltonians have the same spectrum.

The proof follows this order: `hUU` gives orthogonality, `hx` and `hb` transport the waves and source, and `hc` compares the two Hamiltonians on each wave. Multiplication by $Y^{\mathsf T}$ then removes the waves.

```lean
/-- Two realisations of the same data at distinct energies by linearly independent waves, with as
many dimensions as energies, differ by an orthogonal transformation of the waves, the source and the
Hamiltonian. -/
theorem realisation_unique {e g s : ι → ℝ} (he : Function.Injective e)
    {H H' : Matrix ι ι ℝ} {b b' : ι → ℝ} {x x' : ι → ι → ℝ}
    (h : Realises e g s H b x) (h' : Realises e g s H' b' x') :
    ∃ U : Matrix ι ι ℝ, Uᵀ * U = 1 ∧ (∀ i, U *ᵥ x i = x' i) ∧ U *ᵥ b = b' ∧
      U * H * Uᵀ = H' := by
  let X : Matrix ι ι ℝ := Matrix.of x
  let X' : Matrix ι ι ℝ := Matrix.of x'
  have hL : loewner e g s = X * Xᵀ := by
    ext i j
    rw [← overlap_eq_loewner he h]
    rfl
  have G : X' * X'ᵀ = X * Xᵀ := by
    rw [← hL]
    ext i j
    rw [← overlap_eq_loewner he h']
    rfl
  have hd := (posDef_of_realises he h).det_pos
  rw [hL, Matrix.det_mul] at hd
  have hu : IsUnit X.det := isUnit_iff_ne_zero.mpr fun h0 => by simp [h0] at hd
  obtain ⟨Y, XY, YX⟩ : ∃ Y, X * Y = 1 ∧ Y * X = 1 :=
    ⟨X⁻¹, Matrix.mul_nonsing_inv _ hu, Matrix.nonsing_inv_mul _ hu⟩
  have XYt : Xᵀ * Yᵀ = 1 := by rw [← Matrix.transpose_mul, YX, Matrix.transpose_one]
  have YXt : Yᵀ * Xᵀ = 1 := by rw [← Matrix.transpose_mul, XY, Matrix.transpose_one]
  -- `U` carries the first set of waves to the second
  obtain ⟨U, hU⟩ : ∃ U, U = X'ᵀ * Yᵀ := ⟨_, rfl⟩
  have hUX : U * Xᵀ = X'ᵀ := by rw [hU, Matrix.mul_assoc, YXt, Matrix.mul_one]
  have hXU : X * Uᵀ = X' := by
    rw [← Matrix.transpose_transpose X', ← hUX, Matrix.transpose_mul,
      Matrix.transpose_transpose]
  have hUU : Uᵀ * U = 1 := by
    calc Uᵀ * U = Y * (X' * X'ᵀ) * Yᵀ := by
          rw [hU, Matrix.transpose_mul, Matrix.transpose_transpose, Matrix.transpose_transpose]
          simp only [Matrix.mul_assoc]
      _ = (Y * X) * (Xᵀ * Yᵀ) := by rw [G]; simp only [Matrix.mul_assoc]
      _ = 1 := by rw [YX, XYt, Matrix.mul_one]
  have hUU' : U * Uᵀ = 1 := mul_eq_one_comm.mp hUU
  have hx : ∀ i, U *ᵥ x i = x' i := fun i => funext fun k => congrFun (congrFun hUX k) i
  -- both sources have the same amplitudes
  have hXb : X *ᵥ b = g := funext fun i => (dotProduct_comm _ _).trans (h.amplitude i)
  have hXb' : X' *ᵥ b' = g := funext fun i => (dotProduct_comm _ _).trans (h'.amplitude i)
  have hb0 : Uᵀ *ᵥ b' = b := by
    have h1 : X *ᵥ (Uᵀ *ᵥ b') = X *ᵥ b := by rw [Matrix.mulVec_mulVec, hXU, hXb', hXb]
    have h2 := congrArg (fun w => Y *ᵥ w) h1
    simpa only [Matrix.mulVec_mulVec, ← Matrix.mul_assoc, YX, Matrix.one_mul,
      Matrix.one_mulVec] using h2
  have hb : U *ᵥ b = b' := by rw [← hb0, Matrix.mulVec_mulVec, hUU', Matrix.one_mulVec]
  have hc : ∀ i, (U * H) *ᵥ x i = (H' * U) *ᵥ x i := fun i => by
    rw [← Matrix.mulVec_mulVec, ← Matrix.mulVec_mulVec, h.solves, hx, h'.solves,
      Matrix.mulVec_add, Matrix.mulVec_smul, hx, hb]
  have hC : U * H * Xᵀ = H' * U * Xᵀ := by
    ext k i
    exact congrFun (hc i) k
  have hH : U * H = H' * U := by
    have h1 := congrArg (fun A => A * Yᵀ) hC
    simpa only [Matrix.mul_assoc, XYt, Matrix.mul_one] using h1
  exact ⟨U, hUU, hx, hb, by rw [hH, Matrix.mul_assoc, hUU', Matrix.mul_one]⟩
```

## Two energies and a bound on the secant slope

For two energies, numbered 0 and 1, write $a=(g_0-g_1)/(e_0-e_1)$. The data are realisable in two dimensions exactly when

$$s_0>0,\qquad a^2<s_0s_1 .$$

These conditions are necessary because a positive definite matrix has positive diagonal entries and determinant. They suffice because

$$s_0\,(s_0v_0^2+2av_0v_1+s_1v_1^2)=(s_0v_0+av_1)^2+(s_0s_1-a^2)v_1^2 .$$

If $v_1\ne0$, the right side is positive, and division by $s_0$ finishes the argument. If $v_1=0$ and $v_0\ne0$, the quadratic form is $s_0v_0^2>0$. Lean separates the same two cases. Physically, the bound is the strict Cauchy–Schwarz inequality for two independent waves.

```lean
/-- Data at two distinct energies are realisable by independent waves in two dimensions exactly when
the first squared norm is positive and the squared secant slope of the amplitude is below the
product of the two squared norms. -/
theorem realisable_two_iff {e : Fin 2 → ℝ} (he : Function.Injective e) (g s : Fin 2 → ℝ) :
    (∃ (H : Matrix (Fin 2) (Fin 2) ℝ) (b : Fin 2 → ℝ) (x : Fin 2 → Fin 2 → ℝ),
      Realises e g s H b x) ↔
      0 < s 0 ∧ ((g 0 - g 1) / (e 0 - e 1)) ^ 2 < s 0 * s 1 := by
  rw [← posDef_iff_realisable he]
  have h00 : loewner e g s 0 0 = s 0 := by simp [loewner]
  have h11 : loewner e g s 1 1 = s 1 := by simp [loewner]
  have h01 : loewner e g s 0 1 = (g 0 - g 1) / (e 0 - e 1) := by simp [loewner]
  have h10 : loewner e g s 1 0 = (g 0 - g 1) / (e 0 - e 1) := by
    rw [← h01]
    exact congrFun (congrFun (loewner_transpose e g s) 0) 1
  generalize (g 0 - g 1) / (e 0 - e 1) = a at *
  constructor
  · intro hL
    have h1 := hL.diag_pos (i := 0)
    have h2 := hL.det_pos
    rw [Matrix.det_fin_two, h00, h11, h01, h10] at h2
    rw [h00] at h1
    exact ⟨h1, by nlinarith⟩
  · rintro ⟨h1, h2⟩
    rw [Matrix.posDef_iff_dotProduct_mulVec]
    refine ⟨?_, fun v hv => ?_⟩
    · rw [Matrix.IsHermitian, Matrix.conjTranspose_eq_transpose_of_trivial, loewner_transpose]
    · have hq : star v ⬝ᵥ loewner e g s *ᵥ v
          = s 0 * v 0 ^ 2 + 2 * a * v 0 * v 1 + s 1 * v 1 ^ 2 := by
        simp only [star_trivial, Matrix.mulVec, dotProduct, Fin.sum_univ_two, h00, h11, h01, h10]
        ring
      rw [hq]
      by_cases hv1 : v 1 = 0
      · have hv0 : v 0 ≠ 0 := fun h0 => hv (by ext i; fin_cases i <;> simp [h0, hv1])
        rw [hv1]
        have := mul_pos h1 (pow_pos (abs_pos.mpr hv0) 2)
        rw [sq_abs] at this
        linarith
      · -- complete the square
        have h3 : 0 < (s 0 * s 1 - a ^ 2) * v 1 ^ 2 :=
          mul_pos (sub_pos.mpr h2) (by positivity)
        refine pos_of_mul_pos_right (a := s 0) ?_ h1.le
        nlinarith [sq_nonneg (s 0 * v 0 + a * v 1)]

end RealisableScattering
```

```lean
#print axioms RealisableScattering.realisation_unique
#print axioms RealisableScattering.realisable_two_iff
```

```
'RealisableScattering.realisation_unique' depends on axioms: [propext, Classical.choice, Quot.sound]
'RealisableScattering.realisable_two_iff' depends on axioms: [propext, Classical.choice, Quot.sound]
```

## A two-level instance

Take $e=(0,1)$, $g=(0,1)$ and $s=(1,2)$. The secant slope is $a=1$, and $1<1\cdot2$, so a realisation exists. With a lower triangular choice of $X$, the construction gives

$$L=\begin{pmatrix}1&1\\1&2\end{pmatrix},\quad
X=\begin{pmatrix}1&0\\1&1\end{pmatrix},\quad
Y=\begin{pmatrix}1&0\\-1&1\end{pmatrix},\quad
M=\begin{pmatrix}0&1\\1&3\end{pmatrix},$$

and from these

$$H=YMY^{\mathsf T}=\begin{pmatrix}0&1\\1&1\end{pmatrix},\qquad b=Yg=\begin{pmatrix}0\\1\end{pmatrix}.$$

The waves are $x_0=(1,0)$ and $x_1=(1,1)$. Indeed $Hx_0=(0,1)=b$ and $Hx_1=(1,2)=x_1+b$; the amplitudes are 0 and 1, and the squared norms are 1 and 2.

Lowering $s_1$ to 1 with everything else unchanged gives $a^2=s_0s_1$. The strict inequality fails, and no two independent waves realise those data.
